# For a massive particle on a line, dp/E is boost invariant and is the only such measure with continuous density, up to a constant factor

Two observers in uniform relative motion along a line describe a free particle of mass $m>0$. Take a scalar function of its momentum, that is, one to which both observers assign the same value at corresponding momenta, and let each observer integrate it over all momenta. A boost shifts momenta by different amounts depending on where they start, so an interval of width $dp$ for one observer generally has a different width for the other, and the plain integrals generally differ. A weight on each interval can compensate for this stretching, so that both observers obtain the same number. Such a weight is $1/E(p)$, with $E(p)=\sqrt{m^2+p^2}$ in units where $c=1$.

In relativistic quantum mechanics this makes $\int |\varphi(p)|^2\,dp/E(p)$ a boost-invariant squared norm for the momentum wave function $\varphi$ of a free, spinless particle in one space dimension, when $\varphi$ is normalised so that $|\varphi|^2$ takes the same value for both observers at corresponding momenta. The theorems below concern that one-dimensional, massive case; the three-dimensional measure $d^3p/E$ is not treated.

## Energy and boosted momentum

```lean
import Mathlib

open MeasureTheory

namespace InvariantMomentumMeasure

noncomputable section
```

The first line loads Mathlib, the mathematical library for Lean. The second allows short names for notions of integration, and the `namespace` line gives the names defined here a common prefix.

```lean
/-- The relativistic energy of a particle of mass `m` and momentum `p` on a line (units `c = 1`). -/
def energy (m p : ℝ) : ℝ := Real.sqrt (m ^ 2 + p ^ 2)
```

This defines $E(p)=\sqrt{m^2+p^2}$ as a function of two real numbers. The arguments `m` and `p` are listed on the left, and the `ℝ` after the last colon is the type of the value. The definition accepts any real $m$; the theorems that need a massive particle say so with a hypothesis `hm : 0 < m`.

```lean
/-- The momentum of a particle of mass `m` and initial momentum `p` after a boost of
rapidity `r`. -/
def boost (m r p : ℝ) : ℝ := p * Real.cosh r + energy m p * Real.sinh r
```

The boosted momentum is
$$p' = p\cosh r + E(p)\sinh r .$$
The rapidity $r$ corresponds to the velocity $\tanh r$. The plus sign fixes the convention: for $r>0$ a particle at rest acquires the positive momentum $m\sinh r$. In Lean, `boost m r` without its last argument is the whole map $p\mapsto p'$.

```lean
/-- The energy of a massive particle is positive. -/
theorem energy_pos {m : ℝ} (hm : 0 < m) (p : ℝ) : 0 < energy m p :=
  Real.sqrt_pos.2 (by positivity)
```

For $m>0$ the number under the root is positive, so $E(p)>0$. The tactic `positivity` establishes the sign of $m^2+p^2$. This result permits division by $E$ later on.

```lean
/-- The energy depends continuously on the momentum. -/
theorem continuous_energy (m : ℝ) : Continuous (energy m) := by
  unfold energy
  fun_prop
```

The energy is a continuous function of $p$, being built from continuous operations. The tactic `fun_prop` finds that argument once the definition is unfolded.

## How the energy transforms

```lean
/-- The energy of the boosted particle is `E cosh r + p sinh r`. -/
theorem energy_boost (m r p : ℝ) :
    energy m (boost m r p) = energy m p * Real.cosh r + p * Real.sinh r := by
  have hE : energy m p ^ 2 = m ^ 2 + p ^ 2 := Real.sq_sqrt (by positivity)
  have hE0 : 0 ≤ energy m p := Real.sqrt_nonneg _
  have hc := Real.cosh_sq r
  have hc0 := Real.cosh_pos r
  -- the candidate energy is nonnegative, since `|p sinh r| ≤ E cosh r`
  have hdiff : (energy m p * Real.cosh r) ^ 2 - (p * Real.sinh r) ^ 2
      = m ^ 2 * Real.cosh r ^ 2 + p ^ 2 := by
    linear_combination Real.cosh r ^ 2 * hE + p ^ 2 * hc
  have hle : (p * Real.sinh r) ^ 2 ≤ (energy m p * Real.cosh r) ^ 2 := by
    have : 0 ≤ m ^ 2 * Real.cosh r ^ 2 + p ^ 2 := by positivity
    linarith
  have habs := abs_le_of_sq_le_sq hle (mul_nonneg hE0 hc0.le)
  have hnonneg : 0 ≤ energy m p * Real.cosh r + p * Real.sinh r := by
    linarith [(abs_le.1 habs).1]
  -- the mass shell relation holds for the boosted pair
  have hshell : m ^ 2 + boost m r p ^ 2
      = (energy m p * Real.cosh r + p * Real.sinh r) ^ 2 := by
    unfold boost
    linear_combination (p ^ 2 - energy m p ^ 2) * hc - hE
  calc energy m (boost m r p) = Real.sqrt (m ^ 2 + boost m r p ^ 2) := rfl
    _ = _ := by rw [hshell, Real.sqrt_sq hnonneg]
```

The statement is $E(p') = E\cosh r + p\sinh r$, where $E=E(p)$. Since the energy was defined as a square root, this formula has to be derived. First, the proposed pair satisfies the mass-shell relation:
$$(E\cosh r+p\sinh r)^2-(p\cosh r+E\sinh r)^2=(E^2-p^2)(\cosh^2 r-\sinh^2 r)=m^2 .$$
Hence $m^2+p'^2=(E\cosh r+p\sinh r)^2$, which is `hshell` in the proof. Taking the root gives the absolute value of the bracket, so its sign must be settled. From
$$(E\cosh r)^2-(p\sinh r)^2=m^2\cosh^2 r+p^2\ge 0$$
it follows that $|p\sinh r|\le E\cosh r$, and the bracket is nonnegative. These are the steps `hdiff` to `hnonneg`.

The tactic `linear_combination` proves an equation by adding up multiples of known equations and checking the remaining algebra. The known equations here are $E^2=m^2+p^2$ (`hE`) and $\cosh^2 r=\sinh^2 r+1$ (`hc`).

```lean
/-- Two successive boosts amount to one boost whose rapidity is the sum. -/
theorem boost_boost (m r s p : ℝ) : boost m s (boost m r p) = boost m (r + s) p := by
  have h : boost m s (boost m r p)
      = boost m r p * Real.cosh s + energy m (boost m r p) * Real.sinh s := rfl
  rw [h, energy_boost]
  unfold boost
  rw [Real.cosh_add, Real.sinh_add]
  ring
```

Rapidities add. Boosting by $r$ and then by $s$ gives
$$p'\cosh s+E(p')\sinh s=(p\cosh r+E\sinh r)\cosh s+(E\cosh r+p\sinh r)\sinh s .$$
Collecting the terms in $p$ and in $E$, and using the addition formulas, yields $p\cosh(r+s)+E\sinh(r+s)$. The proof does the same: `rw` replaces the energy by its transformed form and inserts the addition formulas, and `ring` collects terms.

```lean
/-- A boost is undone by the boost of opposite rapidity. -/
theorem boost_neg_boost (m r p : ℝ) : boost m (-r) (boost m r p) = p := by
  rw [boost_boost, add_neg_cancel]
  simp [boost]
```

With $s=-r$ the total rapidity is zero, and a boost with $r=0$ leaves $p$ unchanged because $\cosh 0=1$ and $\sinh 0=0$. So every boost can be undone.

## The stretching of momentum intervals

```lean
/-- The Jacobian of a boost is the ratio of the new energy to the old one. -/
theorem hasDerivAt_boost {m : ℝ} (hm : 0 < m) (r p : ℝ) :
    HasDerivAt (boost m r) (energy m (boost m r p) / energy m p) p := by
  have hne := (energy_pos hm p).ne'
  have h1 : HasDerivAt (fun q : ℝ => m ^ 2 + q ^ 2) (2 * p) p :=
    ((hasDerivAt_pow 2 p).const_add (m ^ 2)).congr_deriv (by norm_num)
  have h2 : HasDerivAt (energy m) (p / energy m p) p :=
    (h1.sqrt (by positivity)).congr_deriv (mul_div_mul_left _ _ two_ne_zero)
  have h3 := ((hasDerivAt_id p).mul_const (Real.cosh r)).add (h2.mul_const (Real.sinh r))
  refine h3.congr_deriv ?_
  rw [energy_boost, eq_div_iff hne]
  have h4 : p / energy m p * energy m p = p := div_mul_cancel₀ _ hne
  linear_combination Real.sinh r * h4
```

`HasDerivAt F d p` says that the function $F$ is differentiable at $p$ with derivative $d$. By the chain rule, $dE/dp=2p/(2E)=p/E$, so
$$\frac{dp'}{dp}=\cosh r+\frac{p}{E}\sinh r=\frac{E\cosh r+p\sinh r}{E}=\frac{E(p')}{E(p)} .$$
In the proof, `h1` differentiates $m^2+p^2$, `h2` differentiates the root, and `h3` assembles the derivative of the boost. The last lines bring it to the stated form with the energy formula. Read as differentials, the result is $dp'/E(p')=dp/E(p)$.

The hypothesis $m>0$ matters here. For $m=0$ the energy is $|p|$, and the boost multiplies positive momenta by $e^{r}$ and negative ones by $e^{-r}$. For $r\neq0$ the map has a kink at $p=0$ and no derivative there.

At the other extreme, for $|p|\ll m$ and small $r$, the energy is close to $m$ and the boost is approximately $p\mapsto p+mr$. This is the Galilean shift by mass times velocity, and the weight $1/E$ becomes the constant $1/m$: the plain measure $dp$ is invariant under shifts.

## Equal integrals for both observers

```lean
/-- Boost invariance of `dp/E`: if `f` is integrable against `dp/E`, then so is the boosted
function, and the two integrals agree. -/
theorem integral_boost_invariant {m : ℝ} (hm : 0 < m) (r : ℝ) {f : ℝ → ℝ}
    (hf : Integrable (fun p => f p / energy m p)) :
    Integrable (fun p => f (boost m r p) / energy m p) ∧
      ∫ p, f (boost m r p) / energy m p = ∫ p, f p / energy m p := by
  have hinj : Function.Injective (boost m r) :=
    Function.LeftInverse.injective (g := boost m (-r)) (boost_neg_boost m r)
  have hsurj : Function.Surjective (boost m r) := fun q =>
    ⟨boost m (-r) q, by simpa only [neg_neg] using boost_neg_boost m (-r) q⟩
  have himg : boost m r '' Set.univ = Set.univ := by rw [Set.image_univ, hsurj.range_eq]
  -- the Jacobian turns `1 / E(p')` into `1 / E(p)`
  have key : ∀ p, |energy m (boost m r p) / energy m p| •
      (f (boost m r p) / energy m (boost m r p)) = f (boost m r p) / energy m p := by
    intro p
    have h1 := energy_pos hm p
    have h2 := energy_pos hm (boost m r p)
    rw [abs_of_pos (div_pos h2 h1), smul_eq_mul]
    field_simp
  have hd : ∀ p ∈ (Set.univ : Set ℝ), HasDerivWithinAt (boost m r)
      (energy m (boost m r p) / energy m p) Set.univ p :=
    fun p _ => (hasDerivAt_boost hm r p).hasDerivWithinAt
  have hI := integrableOn_image_iff_integrableOn_abs_deriv_smul MeasurableSet.univ hd
    hinj.injOn (fun q => f q / energy m q)
  have hV := integral_image_eq_integral_abs_deriv_smul MeasurableSet.univ hd
    hinj.injOn (fun q => f q / energy m q)
  simp only [himg, integrableOn_univ, key] at hI
  simp only [himg, Measure.restrict_univ, key] at hV
  exact ⟨hI.1 hf, hV.symm⟩
```

The hypothesis `hf` says that $f(p)/E(p)$ is integrable over the real line; $f$ need not be continuous. The symbol `∧` means "and", so there are two conclusions: $f(p')/E(p)$ is integrable too, and
$$\int \frac{f(p\cosh r+E(p)\sinh r)}{E(p)}\,dp=\int\frac{f(p)}{E(p)}\,dp .$$

By hand, one substitutes $q=p'$ in the integral on the right. The boost is a bijection of the line, so the new variable again runs over all real numbers, and
$$\int\frac{f(q)}{E(q)}\,dq=\int\left|\frac{E(p')}{E(p)}\right|\frac{f(p')}{E(p')}\,dp=\int\frac{f(p')}{E(p)}\,dp .$$

The proof follows this line. `hinj` and `hsurj` obtain the bijection from the inverse boost, and `himg` records that the image of the whole line, `Set.univ`, is the whole line. `key` is the cancellation of $E(p')$. Mathlib's change-of-variables theorem is then used in two versions: `hI` transfers integrability and `hV` transfers the value.

```lean
/-- For a continuous, compactly supported function of momentum, the integral against `dp/E`
is unchanged by a boost. -/
theorem integral_boost_of_compactSupport {m : ℝ} (hm : 0 < m) (r : ℝ) {f : ℝ → ℝ}
    (hf : Continuous f) (hs : HasCompactSupport f) :
    ∫ p, f (boost m r p) / energy m p = ∫ p, f p / energy m p := by
  have hc : Continuous (fun p => f p / energy m p) :=
    hf.div (continuous_energy m) (fun p => (energy_pos hm p).ne')
  have hs' : HasCompactSupport (fun p => f p / energy m p) :=
    hs.mono (fun p hp h => hp (by simp [h]))
  exact (integral_boost_invariant hm r (hc.integrable_of_hasCompactSupport hs')).2
```

If $f$ is continuous and vanishes outside a bounded interval, then so does $f/E$, with $E$ continuous and never zero. Such a function is integrable, so the previous theorem applies, and `.2` selects its second conclusion, the equality. This is the form in which invariance is used next.

## Every continuous invariant density is a constant multiple of 1/E

```lean
/-- For `m > 0` and continuous `w`, boosts preserve the integral of every continuous, compactly
supported function against `w(p) dp` exactly when, for all `p`, `w(p) = m w(0) / E(p)`. -/
theorem invariant_density_iff {m : ℝ} (hm : 0 < m) {w : ℝ → ℝ} (hw : Continuous w) :
    (∀ (r : ℝ) (f : ℝ → ℝ), Continuous f → HasCompactSupport f →
      ∫ p, f (boost m r p) * w p = ∫ p, f p * w p) ↔
    ∀ p, w p = m * w 0 / energy m p := by
  constructor
  · intro hinv p
    have hE0 : energy m 0 = m := by simp [energy, Real.sqrt_sq hm.le]
    -- the momentum `p` is reached from rest by a boost of rapidity `r`
    obtain ⟨r, hr⟩ : ∃ r, boost m r 0 = p := by
      refine ⟨Real.arsinh (p / m), ?_⟩
      unfold boost
      rw [hE0, Real.sinh_arsinh, zero_mul, zero_add, mul_div_cancel₀ _ hm.ne']
    have hb : Continuous (boost m (-r)) :=
      (continuous_id.mul continuous_const).add ((continuous_energy m).mul continuous_const)
    have hu : Continuous (fun q => w (boost m (-r) q) * energy m (boost m (-r) q)) :=
      (hw.comp hb).mul ((continuous_energy m).comp hb)
    have hc : Continuous
        (fun q => w (boost m (-r) q) * energy m (boost m (-r) q) / energy m q) :=
      hu.div (continuous_energy m) (fun q => (energy_pos hm q).ne')
    -- the boosted density and `w` agree against every test function
    have hae := ae_eq_of_integral_contDiff_smul_eq (μ := (volume : Measure ℝ))
      hc.locallyIntegrable hw.locallyIntegrable (fun g hg hgs => by
        have h1 := integral_boost_of_compactSupport hm r
          (f := fun q => g q * (w (boost m (-r) q) * energy m (boost m (-r) q)))
          (hg.continuous.mul hu) (hgs.mono (fun q hq h => hq (by simp [h])))
        simp only [boost_neg_boost] at h1
        have h2 := hinv r g hg.continuous hgs
        have h3 : ∀ q, g (boost m r q) * (w q * energy m q) / energy m q
            = g (boost m r q) * w q := by
          intro q
          rw [← mul_assoc, mul_div_assoc, div_self (energy_pos hm q).ne', mul_one]
        simp only [h3] at h1
        simp only [smul_eq_mul, ← mul_div_assoc]
        exact h1.symm.trans h2)
    have heq := congrFun (Measure.eq_of_ae_eq hae hc hw) p
    have hback : boost m (-r) p = 0 := by rw [← hr, boost_neg_boost]
    simp only [hback, hE0] at heq
    rw [← heq, mul_comm]
  · intro h r f hf hs
    have e : ∀ g : ℝ → ℝ, ∫ p, g p * w p = m * w 0 * ∫ p, g p / energy m p := by
      intro g
      rw [← integral_const_mul]
      congr 1
      ext p
      rw [h p]
      ring
    have h1 := integral_boost_of_compactSupport hm r hf hs
    exact (e (fun p => f (boost m r p))).trans
      ((congrArg (fun t => m * w 0 * t) h1).trans (e f).symm)

end

end InvariantMomentumMeasure
```

Let $w$ be a continuous real function on the momentum line. The left side of `↔` ("if and only if") says that $w(p)\,dp$ is boost invariant: for every rapidity $r$ and every continuous, compactly supported $f$,
$$\int f(p')\,w(p)\,dp=\int f(p)\,w(p)\,dp .$$
The right side says $w(p)=m\,w(0)/E(p)$ for all $p$. The density is not required to be positive, so $w=0$ and negative multiples of $1/E$ are included.

For the forward direction, fix $p$ and choose the boost that takes a particle from rest to this momentum. Its rapidity satisfies $m\sinh r=p$, hence $r=\operatorname{arsinh}(p/m)$. Write $B_r$ for the map `boost m r` and set
$$u(q)=w(B_{-r}q)\,E(B_{-r}q),$$
so that $u(B_rq)=w(q)E(q)$. For a smooth, compactly supported test function $g$, the invariance of $dq/E$ applied to the product $gu$ gives
$$\int g(q)\frac{u(q)}{E(q)}\,dq=\int g(B_rq)\frac{w(q)E(q)}{E(q)}\,dq=\int g(B_rq)\,w(q)\,dq=\int g(q)\,w(q)\,dq .$$
The last equality is the assumed invariance of $w$. Thus $u/E$ and $w$ have the same integral against every test function. They therefore agree except possibly on a set of measure zero, and since both are continuous, they agree everywhere. At $q=p$ the inverse boost returns the particle to rest, so $u(p)=w(0)E(0)=m\,w(0)$, and $w(p)=m\,w(0)/E(p)$.

In the code, `obtain` supplies the rapidity, `h1` is the invariance of $dq/E$ for $gu$, and `h2` is the assumption on $w$. The result `hae` is the agreement almost everywhere; `heq` is the agreement at the chosen point.

For the reverse direction, $w$ is the constant $m\,w(0)$ times $1/E$. The auxiliary statement `e` takes this constant out of the integral, and the theorem for compactly supported functions does the rest.

Continuity of $w$ is needed for the formula to hold at every point. Take $w(p)=1/E(p)$ for $p\neq0$ but $w(0)=0$. Changing one value does not alter any integral, so the measure is still invariant, while the formula would give $w=0$ everywhere.

```lean
#print axioms InvariantMomentumMeasure.invariant_density_iff
-- 'InvariantMomentumMeasure.invariant_density_iff' depends on axioms: [propext, Classical.choice, Quot.sound]
```
